# Caroli transmission at a simple, coupled level tends to $4ab/(a+b)^2$ for weak contacts

Take one site at energy $E$, with contact broadenings $sa$ and $sb$, where $a,b\ge 0$, $a+b>0$ and $s>0$. At energy $E$ the Green function is $G=(is(a+b)/2)^{-1}=-2i/(s(a+b))$, so the transmission is

$$ (sa)\,G\,(sb)\,G^* = \frac{4ab}{(a+b)^2}. $$

The two factors of $s$ from the contacts cancel the $1/s^2$ in $|G|^2$. For a finite non-interacting device with a Hermitian Hamiltonian, take contacts whose self-energy is $-i/2$ times the sum of two positive semidefinite broadening matrices, both proportional to $s$. At a simple level coupled to at least one contact, the same height survives as the limit $s\to0^+$, with $sa$ and $sb$ now the expectation values of the two broadening matrices in that level. In simulation practice, weak coupling alone is therefore no reason to expect a low peak; in the one-site model its full width at half maximum is $s(a+b)$, so a coarse energy grid can miss it.

```lean
import Mathlib

open Matrix Filter Topology
open scoped ComplexOrder

namespace WeakContactResonance

noncomputable section

variable {n : Type*} [Fintype n] [DecidableEq n]
```

## Both broadenings scaled by one factor

Let $D=E-H$, $\Gamma=\Gamma_L+\Gamma_R$ and $G=(D+is\Gamma/2)^{-1}$. The contacts enter through the self-energy $-is\Gamma/2$, which has no Hermitian part and no energy dependence.

```lean
/-- The matrix `E - H` of the isolated system. -/
def detuning (H : Matrix n n ℂ) (E : ℝ) : Matrix n n ℂ := (E : ℂ) • 1 - H

/-- The inverse Green function `E - H + i s (ΓL + ΓR) / 2`, with both broadenings scaled by `s`. -/
def inverseGreen (H ΓL ΓR : Matrix n n ℂ) (E s : ℝ) : Matrix n n ℂ :=
  detuning H E + (Complex.I * s / 2) • (ΓL + ΓR)

/-- The retarded Green function, meaningful where `inverseGreen` is nonsingular. -/
def green (H ΓL ΓR : Matrix n n ℂ) (E s : ℝ) : Matrix n n ℂ :=
  (inverseGreen H ΓL ΓR E s)⁻¹

/-- The Caroli transmission `Tr (sΓL G sΓR Gᴴ)`, meaningful where `inverseGreen` is nonsingular. -/
def transmission (H ΓL ΓR : Matrix n n ℂ) (E s : ℝ) : ℂ :=
  (((s : ℂ) • ΓL) * green H ΓL ΓR E s * ((s : ℂ) • ΓR) * (green H ΓL ΓR E s)ᴴ).trace

/-- The real part of the expectation value `⟨v, Γ v⟩`. -/
def width (Γ : Matrix n n ℂ) (v : n → ℂ) : ℝ := (star v ⬝ᵥ Γ *ᵥ v).re

/-- The matrix `|v⟩⟨v|`. -/
def levelProjector (v : n → ℂ) : Matrix n n ℂ := vecMulVec v (star v)
```

Here `detuning` is $D$, `transmission` is the complex trace $T(s)=\mathrm{Tr}(s\Gamma_L G\,s\Gamma_R G^\dagger)$, and `levelProjector v` is $P=|v\rangle\langle v|$. The numbers $a$ and $b$ are `width ΓL v` and `width ΓR v`. The filter `𝓝[>] 0` means $s\to0^+$. The energy stays fixed at the level, so the limit says nothing about a current integrated over energy.

## A single state at energy $E$

```lean
/-- `v` is a unit eigenvector of `H` at energy `E`, and every solution of `H x = E x` is a
multiple of `v`. -/
structure IsSimpleLevel (H : Matrix n n ℂ) (E : ℝ) (v : n → ℂ) : Prop where
  unit : star v ⬝ᵥ v = 1
  eigen : H *ᵥ v = (E : ℂ) • v
  simple : ∀ x, H *ᵥ x = (E : ℂ) • x → ∃ c : ℂ, x = c • v
```

The field `simple` says that no second independent state shares the energy. By hand and in Lean, it turns $Dx=0$ into $x=cv$ in both invertibility arguments below.

Without it the formula can fail. Take $H=0$ on two sites, $E=0$, $\Gamma_L=\mathrm{diag}(1,0)$, $\Gamma_R=\mathrm{diag}(0,1)$ and $v=(1,1)/\sqrt2$. Then $a=b=1/2$ predicts height one, but $G$ is diagonal and $T(s)=0$ for every $s>0$.

## A Hermitian device

A Hermitian $H$ describes an isolated device without loss or gain. It makes $\langle x,Dx\rangle$ real and turns $Dv=0$ into $v^\dagger D=0$, hence $PD=0$.

```lean
variable {H ΓL ΓR : Matrix n n ℂ} {E : ℝ} {v : n → ℂ}

omit [DecidableEq n] in
/-- The expectation value of a Hermitian matrix is real. -/
theorem width_real {A : Matrix n n ℂ} (hA : A.IsHermitian) (x : n → ℂ) :
    star x ⬝ᵥ A *ᵥ x = (width A x : ℂ) := by
  have h : star (star x ⬝ᵥ A *ᵥ x) = star x ⬝ᵥ A *ᵥ x := by
    calc _ = star (A *ᵥ x) ⬝ᵥ x := (Matrix.star_dotProduct _ _).symm
      _ = _ := by rw [star_mulVec, hA.eq, ← dotProduct_mulVec]
  exact (Complex.conj_eq_iff_re.mp h).symm

omit [DecidableEq n] in
/-- The matrix `|v⟩⟨v|` sends `x` to `⟨v, x⟩ v`. -/
theorem projector_mulVec (v x : n → ℂ) :
    levelProjector v *ᵥ x = (star v ⬝ᵥ x) • v := by
  ext i
  simp only [levelProjector, mulVec, dotProduct, vecMulVec_apply, Pi.smul_apply, smul_eq_mul,
    Finset.sum_mul]
  exact Finset.sum_congr rfl fun j _ => by ring

/-- For Hermitian `H` with a simple level `v` at `E`, the matrix `E - H` is Hermitian, annihilates
`v` from both sides, and annihilates only multiples of `v`. -/
theorem level_null (hH : H.IsHermitian) (hv : IsSimpleLevel H E v) :
    (detuning H E).IsHermitian ∧ detuning H E *ᵥ v = 0 ∧ star v ᵥ* detuning H E = 0 ∧
      ∀ x, detuning H E *ᵥ x = 0 → ∃ c : ℂ, x = c • v := by
  have hD : (detuning H E)ᴴ = detuning H E := by
    rw [detuning, conjTranspose_sub, conjTranspose_smul, conjTranspose_one, hH.eq]
    simp
  have hm : ∀ x, detuning H E *ᵥ x = (E : ℂ) • x - H *ᵥ x := fun x => by
    rw [detuning, sub_mulVec, smul_mulVec, one_mulVec]
  have h0 : detuning H E *ᵥ v = 0 := by rw [hm, hv.eigen, sub_self]
  refine ⟨hD, h0, ?_, fun x hx => hv.simple x ?_⟩
  · rw [← hD, ← star_mulVec, h0, star_zero]
  · rw [hm] at hx
    exact (sub_eq_zero.mp hx).symm
```

`width_real` gives the first property and `level_null` the second, by taking the adjoint of $Dv=0$.

For a non-Hermitian example, let $H=\begin{pmatrix}0&1\\0&0\end{pmatrix}$, $E=0$, $v=(1,0)$ and $\Gamma_L=\Gamma_R=1$. All solutions of $Hx=0$ are multiples of $v$, yet $T(s)=2+1/s^2$ diverges.

## Contacts that only drain

Positive semidefinite broadenings mean that neither contact amplifies any state. At a simple level of a Hermitian $H$ with $a+b>0$, this guarantees that $G$ exists at the level energy for every $s>0$. Suppose $(D+is\Gamma/2)x=0$. The imaginary part of the product with $x^\dagger$ is $\tfrac s2\langle x,\Gamma x\rangle=0$, and positivity gives $\Gamma x=0$. Then $Dx=0$, so $x=cv$, and $0=\langle v,\Gamma x\rangle=c(a+b)$ forces $x=0$.

```lean
/-- If a simple level of a Hermitian `H` is coupled to positive semidefinite contacts with
`a + b > 0`, the Green function at the level energy exists for every `s > 0`. -/
theorem green_exists (hH : H.IsHermitian) (hL : ΓL.PosSemidef) (hR : ΓR.PosSemidef)
    (hv : IsSimpleLevel H E v) (hab : 0 < width ΓL v + width ΓR v) {s : ℝ} (hs : 0 < s) :
    (inverseGreen H ΓL ΓR E s).det ≠ 0 := by
  intro h
  obtain ⟨x, hx0, hx⟩ := Matrix.exists_mulVec_eq_zero_iff.mpr h
  obtain ⟨hD, -, -, hker⟩ := level_null hH hv
  have hΓ := hL.add hR
  rw [inverseGreen, add_mulVec, smul_mulVec] at hx
  -- the imaginary part of the expectation value is the total broadening of `x`
  have hq := congrArg (fun y => star x ⬝ᵥ y) hx
  simp only [dotProduct_add, dotProduct_smul, dotProduct_zero, smul_eq_mul] at hq
  rw [width_real hD, width_real hΓ.isHermitian,
    show Complex.I * s / 2 * (width (ΓL + ΓR) x : ℂ)
      = ((s / 2 * width (ΓL + ΓR) x : ℝ) : ℂ) * Complex.I by push_cast; ring] at hq
  have him : s / 2 * width (ΓL + ΓR) x = 0 := by
    simpa only [Complex.add_im, Complex.ofReal_im, Complex.mul_im, Complex.ofReal_re,
      Complex.I_im, Complex.I_re, mul_one, mul_zero, add_zero, zero_add, Complex.zero_im]
      using congrArg Complex.im hq
  have h0 := (mul_eq_zero.mp him).resolve_left (half_pos hs).ne'
  have hΓx : (ΓL + ΓR) *ᵥ x = 0 := (hΓ.dotProduct_mulVec_zero_iff x).mp
    (by rw [width_real hΓ.isHermitian, h0, Complex.ofReal_zero])
  rw [hΓx, smul_zero, add_zero] at hx
  obtain ⟨c, rfl⟩ := hker x hx
  rw [mulVec_smul] at hΓx
  have hc := congrArg (fun y => star v ⬝ᵥ y) hΓx
  simp only [dotProduct_smul, dotProduct_zero, smul_eq_mul, add_mulVec, dotProduct_add,
    width_real hL.isHermitian, width_real hR.isHermitian] at hc
  have hw : (width ΓL v : ℂ) + (width ΓR v : ℂ) ≠ 0 := by exact_mod_cast hab.ne'
  exact hx0 (by rw [(mul_eq_zero.mp hc).resolve_right hw, zero_smul])
```

In the proof, `him` is the imaginary part and `hΓx` the use of positivity.

Hermitian broadenings alone do not ensure this existence. With $E=0$, $H=\mathrm{diag}(0,1,-1)$, $\Gamma_R=0$ and $\Gamma_L=1\oplus\begin{pmatrix}0&2\\2&0\end{pmatrix}$, the matrix to be inverted has determinant $\tfrac{is}{2}(s^2-1)$, which vanishes at $s=1$.

## A level that at least one contact reaches

The condition $a+b>0$ says that the state can decay. If $a+b=0$, positivity gives $\Gamma v=0$; since also $Dv=0$, the Green function at the level energy exists for no $s$.

To take the limit, set $K(s)=D+is\Gamma/2+iP\Gamma/2$. If $K(0)x=0$, multiplying by $v^\dagger$ gives $\langle v,\Gamma x\rangle=0$. Hence $Dx=0$, $x=cv$ and $c(a+b)=0$, so $K(0)$ is invertible.

```lean
/-- For a simple level `v` of a Hermitian `H` with `⟨v, Γ v⟩ ≠ 0`, adding `i |v⟩⟨v| Γ / 2` to
`E - H` makes it invertible. -/
theorem bordered_invertible (hH : H.IsHermitian) (hv : IsSimpleLevel H E v)
    {Γ : Matrix n n ℂ} (hΓ : star v ⬝ᵥ Γ *ᵥ v ≠ 0) :
    (detuning H E + (Complex.I / 2) • (levelProjector v * Γ)).det ≠ 0 := by
  intro h
  obtain ⟨x, hx0, hx⟩ := Matrix.exists_mulVec_eq_zero_iff.mpr h
  obtain ⟨-, -, hleft, hker⟩ := level_null hH hv
  rw [add_mulVec, smul_mulVec, ← mulVec_mulVec, projector_mulVec] at hx
  have hz : star v ⬝ᵥ detuning H E *ᵥ x = 0 := by
    rw [dotProduct_mulVec, hleft, zero_dotProduct]
  have hq := congrArg (fun y => star v ⬝ᵥ y) hx
  simp only [dotProduct_add, hz, dotProduct_smul, hv.unit, dotProduct_zero, smul_eq_mul,
    mul_one, zero_add] at hq
  have hy := (mul_eq_zero.mp hq).resolve_left (by simp)
  rw [hy, zero_smul, smul_zero, add_zero] at hx
  obtain ⟨c, rfl⟩ := hker x hx
  rw [mulVec_smul, dotProduct_smul, smul_eq_mul] at hy
  exact hx0 (by rw [(mul_eq_zero.mp hy).resolve_right hΓ, zero_smul])
```

Since $PD=0$,

$$ (s+P)G^{-1}=sD+\tfrac{is^2}{2}\Gamma+\tfrac{is}{2}P\Gamma=sK(s). $$

For small $s>0$ this gives $sG=K(s)^{-1}(s+P)$, whose right side is continuous at zero. From $K(0)v=\tfrac i2(a+b)v$ it follows that

$$ sG\to K(0)^{-1}P=-\frac{2i}{a+b}P. $$

```lean
/-- For a simple level of a Hermitian `H` and positive semidefinite contacts with `a + b > 0`,
`s G` at the level energy tends to `-2i / (a + b) |v⟩⟨v|` as `s` tends to zero from above. -/
theorem scaled_green_tendsto (hH : H.IsHermitian) (hL : ΓL.PosSemidef) (hR : ΓR.PosSemidef)
    (hv : IsSimpleLevel H E v) (hab : 0 < width ΓL v + width ΓR v) :
    Tendsto (fun s : ℝ => (s : ℂ) • green H ΓL ΓR E s) (𝓝[>] 0)
      (𝓝 ((-(2 * Complex.I) / ((width ΓL v + width ΓR v : ℝ) : ℂ)) • levelProjector v)) := by
  obtain ⟨-, hDv, hleft, -⟩ := level_null hH hv
  have hw : star v ⬝ᵥ (ΓL + ΓR) *ᵥ v = ((width ΓL v + width ΓR v : ℝ) : ℂ) := by
    rw [add_mulVec, dotProduct_add, width_real hL.isHermitian, width_real hR.isHermitian,
      Complex.ofReal_add]
  have hW : ((width ΓL v + width ΓR v : ℝ) : ℂ) ≠ 0 := Complex.ofReal_ne_zero.mpr hab.ne'
  obtain ⟨K, hKs⟩ : ∃ K : ℝ → Matrix n n ℂ, ∀ s, K s = inverseGreen H ΓL ΓR E s
      + (Complex.I / 2) • (levelProjector v * (ΓL + ΓR)) := ⟨_, fun _ => rfl⟩
  have hK : Continuous K := by
    rw [funext hKs]
    unfold inverseGreen
    fun_prop
  have hK0 : K 0 = detuning H E + (Complex.I / 2) • (levelProjector v * (ΓL + ΓR)) := by
    rw [hKs, inverseGreen, Complex.ofReal_zero, mul_zero, zero_div, zero_smul, add_zero]
  have h0 : (K 0).det ≠ 0 := by
    rw [hK0]
    exact bordered_invertible hH hv (by rw [hw]; exact hW)
  have hinv : ContinuousAt (fun s => (K s)⁻¹) 0 := by
    simp only [Matrix.inv_def, Ring.inverse_eq_inv']
    exact (hK.matrix_det.continuousAt.inv₀ h0).smul hK.matrix_adjugate.continuousAt
  have hB : Continuous fun s : ℝ => (s : ℂ) • (1 : Matrix n n ℂ) + levelProjector v := by
    fun_prop
  have hlim := (hinv.mul hB.continuousAt).tendsto.mono_left
    (nhdsWithin_le_nhds (s := Set.Ioi (0 : ℝ)))
  -- the value at `s = 0`
  have hKv : K 0 *ᵥ v
      = (Complex.I / 2 * ((width ΓL v + width ΓR v : ℝ) : ℂ)) • v := by
    rw [hK0, add_mulVec, smul_mulVec, ← mulVec_mulVec, projector_mulVec, hDv, hw, zero_add,
      smul_smul]
  generalize ((width ΓL v + width ΓR v : ℝ) : ℂ) = W at hW hKv ⊢
  have hc : -(2 * Complex.I) / W * (Complex.I / 2 * W) = 1 := by
    calc _ = -(Complex.I * Complex.I) * (W * W⁻¹) := by ring
      _ = 1 := by rw [mul_inv_cancel₀ hW, Complex.I_mul_I]; norm_num
  have hKP : K 0 * ((-(2 * Complex.I) / W) • levelProjector v) = levelProjector v := by
    rw [mul_smul_comm, levelProjector, mul_vecMulVec, hKv, smul_vecMulVec, smul_smul, hc,
      one_smul]
  have hval : (K 0)⁻¹ * (((0 : ℝ) : ℂ) • (1 : Matrix n n ℂ) + levelProjector v)
      = (-(2 * Complex.I) / W) • levelProjector v := by
    rw [Complex.ofReal_zero, zero_smul, zero_add]
    calc _ = (K 0)⁻¹ * (K 0 * ((-(2 * Complex.I) / W) • levelProjector v)) := by rw [hKP]
      _ = _ := by rw [← mul_assoc, nonsing_inv_mul _ (isUnit_iff_ne_zero.mpr h0), one_mul]
  rw [← hval]
  refine hlim.congr' ?_
  filter_upwards [(hK.matrix_det.continuousAt.eventually_ne h0).filter_mono nhdsWithin_le_nhds,
    self_mem_nhdsWithin] with s hs hpos
  have hA := isUnit_iff_ne_zero.mpr (green_exists hH hL hR hv hab hpos)
  have hPD : levelProjector v * detuning H E = 0 := by
    rw [levelProjector, vecMulVec_mul, hleft, vecMulVec_zero]
  -- `s K(s) = (s + P) G⁻¹`
  have e : (s : ℂ) • K s
      = ((s : ℂ) • 1 + levelProjector v) * inverseGreen H ΓL ΓR E s := by
    rw [hKs, inverseGreen, add_mul, smul_mul_assoc, one_mul,
      mul_add (levelProjector v) (detuning H E), hPD, mul_smul_comm, zero_add]
    module
  have key : K s * ((s : ℂ) • (inverseGreen H ΓL ΓR E s)⁻¹)
      = (s : ℂ) • 1 + levelProjector v := by
    calc _ = ((s : ℂ) • K s) * (inverseGreen H ΓL ΓR E s)⁻¹ := by
          rw [mul_smul_comm, smul_mul_assoc]
      _ = _ := by rw [e, mul_assoc, mul_nonsing_inv _ hA, mul_one]
  show (K s)⁻¹ * ((s : ℂ) • 1 + levelProjector v)
    = (s : ℂ) • (inverseGreen H ΓL ΓR E s)⁻¹
  rw [← key, ← mul_assoc, nonsing_inv_mul _ (isUnit_iff_ne_zero.mpr hs), one_mul]
```

In Lean, `hinv` is the continuity of the inverse, `hval` the value at zero, and `e` and `key` the identity above. `filter_upwards` restricts to positive $s$ where $K(s)$ is invertible.

The trace depends continuously on $sG$. With $P\Gamma_RP=bP$ and $\mathrm{Tr}(\Gamma_LP)=a$,

$$ T(s)\to\frac{4}{(a+b)^2}\mathrm{Tr}(\Gamma_LP\Gamma_RP)=\frac{4ab}{(a+b)^2}. $$

```lean
/-- If `s G` tends to `Y`, the Caroli transmission tends to `Tr (ΓL Y ΓR Yᴴ)`. -/
theorem transmission_tendsto_of_green {l : Filter ℝ} {Y : Matrix n n ℂ}
    (h : Tendsto (fun s : ℝ => (s : ℂ) • green H ΓL ΓR E s) l (𝓝 Y)) :
    Tendsto (transmission H ΓL ΓR E) l (𝓝 (ΓL * Y * ΓR * Yᴴ).trace) := by
  have hc : Continuous fun X : Matrix n n ℂ => (ΓL * X * ΓR * Xᴴ).trace :=
    (((continuous_const.matrix_mul continuous_id).matrix_mul continuous_const).matrix_mul
      continuous_id.matrix_conjTranspose).matrix_trace
  refine ((hc.tendsto Y).comp h).congr fun s => ?_
  simp only [Function.comp_apply, transmission, conjTranspose_smul, mul_smul_comm,
    smul_mul_assoc, Complex.star_def, Complex.conj_ofReal]

/-- For a simple level of a Hermitian `H` and positive semidefinite contacts with `a + b > 0`,
the Caroli transmission at the level energy tends to `4ab / (a + b)²` as `s` tends to zero
from above. -/
theorem resonant_transmission_tendsto (hH : H.IsHermitian) (hL : ΓL.PosSemidef)
    (hR : ΓR.PosSemidef) (hv : IsSimpleLevel H E v) (hab : 0 < width ΓL v + width ΓR v) :
    Tendsto (transmission H ΓL ΓR E) (𝓝[>] 0)
      (𝓝 ((4 * width ΓL v * width ΓR v / (width ΓL v + width ΓR v) ^ 2 : ℝ) : ℂ)) := by
  have h := transmission_tendsto_of_green (scaled_green_tendsto hH hL hR hv hab)
  have hP : (levelProjector v)ᴴ = levelProjector v := by
    ext i j
    simp [levelProjector, vecMulVec_apply, mul_comm]
  have hS : levelProjector v * ΓR * levelProjector v
      = (width ΓR v : ℂ) • levelProjector v := by
    have h1 : ΓR * levelProjector v = vecMulVec (ΓR *ᵥ v) (star v) := mul_vecMulVec _ _ _
    rw [mul_assoc, h1, mul_vecMulVec, projector_mulVec, smul_vecMulVec,
      width_real hR.isHermitian]
    rfl
  have hT : (ΓL * levelProjector v).trace = (width ΓL v : ℂ) := by
    rw [levelProjector, mul_vecMulVec, trace_vecMulVec, dotProduct_comm,
      width_real hL.isHermitian]
  -- both contacts see only the resonant level
  have hgen : ∀ c : ℂ, (ΓL * (c • levelProjector v) * ΓR * (c • levelProjector v)ᴴ).trace
      = c * star c * (width ΓR v * width ΓL v) := fun c => by
    calc _ = c * star c * (ΓL * (levelProjector v * ΓR * levelProjector v)).trace := by
          rw [conjTranspose_smul, hP]
          simp only [mul_smul_comm, smul_mul_assoc, trace_smul, smul_eq_mul, mul_assoc]
          ring
      _ = _ := by rw [hS, mul_smul_comm, trace_smul, hT, smul_eq_mul]
  have hstar : star (-(2 * Complex.I) / ((width ΓL v + width ΓR v : ℝ) : ℂ))
      = 2 * Complex.I / ((width ΓL v + width ΓR v : ℝ) : ℂ) := by
    simp
  rw [hgen, hstar] at h
  convert h using 2
  push_cast
  generalize (width ΓL v : ℂ) + (width ΓR v : ℂ) = W
  linear_combination (4 * (width ΓR v : ℂ) * width ΓL v / W ^ 2) * Complex.I_sq
```

`hS` and `hT` are those two evaluations. The limit equals one exactly when $4ab=(a+b)^2$, that is, $(a-b)^2=0$.

```lean
/-- For a simple level of a Hermitian `H` and positive semidefinite contacts with `a + b > 0`,
the weak-contact limit of the transmission at the level energy is one exactly when `a = b`. -/
theorem perfect_peak_iff (hH : H.IsHermitian) (hL : ΓL.PosSemidef) (hR : ΓR.PosSemidef)
    (hv : IsSimpleLevel H E v) (hab : 0 < width ΓL v + width ΓR v) :
    Tendsto (transmission H ΓL ΓR E) (𝓝[>] 0) (𝓝 1) ↔ width ΓL v = width ΓR v := by
  have h := resonant_transmission_tendsto hH hL hR hv hab
  have hne : (width ΓL v + width ΓR v) ^ 2 ≠ 0 := (pow_pos hab 2).ne'
  constructor
  · intro h1
    have e : 4 * width ΓL v * width ΓR v / (width ΓL v + width ΓR v) ^ 2 = 1 :=
      Complex.ofReal_injective ((tendsto_nhds_unique h h1).trans Complex.ofReal_one.symm)
    rw [div_eq_one_iff_eq hne] at e
    have e2 : (width ΓL v - width ΓR v) ^ 2 = 0 := by linear_combination -e
    exact sub_eq_zero.mp ((pow_eq_zero_iff two_ne_zero).mp e2)
  · intro e
    have e1 : 4 * width ΓL v * width ΓR v / (width ΓL v + width ΓR v) ^ 2 = 1 := by
      rw [div_eq_one_iff_eq hne, e]
      ring
    rwa [e1, Complex.ofReal_one] at h
```

For a numerical instance, take $H=\begin{pmatrix}0&1\\1&0\end{pmatrix}$, $E=1$, $v=(1,1)/\sqrt2$, $\Gamma_L=\mathrm{diag}(1,0)$ and $\Gamma_R=\mathrm{diag}(0,3)$. Then $a=1/2$, $b=3/2$, and the predicted height is $3/4$. Directly, $G_{12}=1/(2is-3s^2/4)$, so

$$ T(s)=3s^2|G_{12}|^2=\frac{3}{4+9s^2/16}\to\frac34. $$

## An energy outside the spectrum

If $E$ is not an eigenvalue, $D$ is invertible. Then $G\to D^{-1}$ stays bounded, $sG\to0$ and $T(s)\to0$.

```lean
/-- If `E - H` is invertible, the Caroli transmission at `E` tends to zero as `s` tends to zero
from above. -/
theorem off_resonance_tendsto_zero (hE : (detuning H E).det ≠ 0) :
    Tendsto (transmission H ΓL ΓR E) (𝓝[>] 0) (𝓝 0) := by
  have hF : Continuous (inverseGreen H ΓL ΓR E) := by
    unfold inverseGreen
    fun_prop
  have h0 : (inverseGreen H ΓL ΓR E 0).det ≠ 0 := by
    rwa [inverseGreen, Complex.ofReal_zero, mul_zero, zero_div, zero_smul, add_zero]
  have hinv : ContinuousAt (fun s => green H ΓL ΓR E s) 0 := by
    simp only [green, Matrix.inv_def, Ring.inverse_eq_inv']
    exact (hF.matrix_det.continuousAt.inv₀ h0).smul hF.matrix_adjugate.continuousAt
  -- the Green function stays bounded, so `s G` vanishes
  have h := (Complex.continuous_ofReal.continuousAt.smul hinv).tendsto.mono_left
    (nhdsWithin_le_nhds (s := Set.Ioi (0 : ℝ)))
  have h2 := transmission_tendsto_of_green h
  simpa using h2

end

end WeakContactResonance
```

The proof follows these steps and needs neither a Hermitian $H$ nor positive broadenings. In the numerical instance above, with the energy moved to $E=0$, $T(s)=3s^2/(1+3s^2/4)^2$, which does vanish.

```lean
#print axioms WeakContactResonance.resonant_transmission_tendsto
#print axioms WeakContactResonance.perfect_peak_iff
#print axioms WeakContactResonance.off_resonance_tendsto_zero
```

```
'WeakContactResonance.resonant_transmission_tendsto' depends on axioms: [propext, Classical.choice, Quot.sound]
'WeakContactResonance.perfect_peak_iff' depends on axioms: [propext, Classical.choice, Quot.sound]
'WeakContactResonance.off_resonance_tendsto_zero' depends on axioms: [propext, Classical.choice, Quot.sound]
```
